# Committors between retained sets survive state elimination when \(1-P_{II}\) is invertible

Let \(P\) be the transition matrix of a finite Markov chain, with nonnegative entries \(P_{ij}\) for a jump from \(i\) to \(j\) and with unit row sums. Split the states into retained states \(K\) and eliminated states \(I\), and write \(P_{KK}, P_{KI}, P_{IK}, P_{II}\) for the blocks. The reactant set \(A\) and the product set \(B\) are disjoint and lie in \(K\). A committor \(q\) is 0 on \(A\), 1 on \(B\), and satisfies \((Pq)_i=q_i\) at every other state.

If \(1-P_{II}\) is invertible, I can remove \(I\) and use

\[
R=P_{KK}+P_{KI}(1-P_{II})^{-1}P_{IK}.
\]

I believe that \(R\) is again stochastic and that its committors are exactly the restrictions to \(K\) of the committors of \(P\). Can this be made rigorous, with a machine-checked proof?

## Solving for the eliminated values

Yes. Write \(Q=P_{II}\) and \(G=(1-Q)^{-1}\). Invertibility stands for escape: no group of eliminated states may trap the chain forever.

**Nonnegativity.** The entries of \(Q\) are nonnegative and its row sums are at most one, since each is part of a row sum of \(P\). The powers of \(Q\) inherit both properties by induction. For \(i,j,k\in I\),

\[
\sum_j (Q^{n+1})_{ij}=\sum_k Q_{ik}\sum_j (Q^n)_{kj}\le\sum_k Q_{ik}\le 1 .
\]

Multiplying the identity \((1-Q)\sum_{n<N}Q^n=1-Q^N\) by \(G\) gives

\[
\sum_{n<N}Q^n=G-GQ^N .
\]

Every entry of \(Q^N\) lies between 0 and 1, so the \((i,j)\) entry of the left side is at most \(G_{ij}+\sum_k|G_{ik}|\), whatever \(N\) is. A series of nonnegative terms with bounded partial sums converges, and its terms tend to zero. Hence \(Q^N\to0\) entrywise, and

\[
G=\sum_{n=0}^{\infty}Q^n .
\]

So \(G\) has nonnegative entries, and therefore so does \(R\). The term \(P_{KI}Q^nP_{IK}\) describes a passage through \(I\) with \(n\) jumps between eliminated states.

It is easy to go wrong here by inferring \(G\ge0\) from invertibility alone. For the \(1\times1\) matrix \(Q=(2)\), the inverse of \(1-Q\) is \(-1\). This \(Q\) violates the bound on the row sums, which the argument above uses.

**Averages.** Let \(q\) have values \(f\) on \(K\) and \(g\) on \(I\). The averaging equations on \(I\) are

\[
g=P_{IK}f+Qg\iff(1-Q)g=P_{IK}f\iff g=GP_{IK}f .
\]

Substitution into the rows of \(K\) gives

\[
P_{KK}f+P_{KI}g=(P_{KK}+P_{KI}GP_{IK})f=Rf .
\]

**Row sums.** The constant function 1 satisfies \(P1=1\) at all states. Its values on \(I\) therefore obey the formula for \(g\), and the substitution gives \(R1=1\).

**Committors.** If \(q\) is a committor of \(P\), averaging holds throughout \(I\), because \(A\) and \(B\) lie in \(K\). This fixes \(g=GP_{IK}f\), and the remaining conditions say that \(f\) is a committor of \(R\). Conversely, a committor \(f\) of \(R\), extended by this \(g\), satisfies every condition for \(P\). The extension is unique, so restriction to \(K\) is a bijection.

## What the Lean theorems say

The full state space is the disjoint sum `K ⊕ I`; `Sum.inl` marks a retained state and `Sum.inr` an eliminated one. The blocks `toBlocks₁₁`, `toBlocks₁₂`, `toBlocks₂₁` and `toBlocks₂₂` are \(P_{KK}\), \(P_{KI}\), \(P_{IK}\) and \(P_{II}\), and `reduced P` is \(R\). Matrices act on column functions through `*ᵥ`, so `P *ᵥ q` is the average of \(q\) after one step. The hypothesis `IsUnit (1 - P.toBlocks₂₂)` is the invertibility condition.

The main theorem, `elimination_preserves_committors`, states that `reduced P` is stochastic and that, for all sets `A` and `B` of retained states, the restriction `q ∘ Sum.inl` is a bijection (`Set.BijOn`) between the two sets of committors. Disjointness is not assumed: if \(A\) and \(B\) overlap, no function can be both 0 and 1 there, and both sets of committors are empty.

The theorem does not say that a committor exists or is unique for given \(A\) and \(B\); it says that the solutions of the two problems correspond one to one. "Committor" here means a solution of the boundary-value problem, and its identification with a hitting probability is not proved here. Time is discrete and the state space finite.

`eliminate_single_state` treats one removed state \(x\) with \(P_{xx}\ne1\). It states that the matrix with entries \(P_{ij}+P_{ix}P_{xj}/(1-P_{xx})\) is stochastic.

```lean
import Mathlib

open Matrix Filter Topology

namespace StateElimination

noncomputable section

variable {S K I : Type*} [Fintype S] [Fintype K] [Fintype I] [DecidableEq I]

/-- A transition matrix: nonnegative jump probabilities, with each row summing to one. -/
def IsStochastic (P : Matrix S S ℝ) : Prop :=
  (∀ i j, 0 ≤ P i j) ∧ ∀ i, ∑ j, P i j = 1

/-- A committor from `A` to `B`: it is 0 on `A`, 1 on `B`, and at every other state equals
its average after one step. -/
def IsCommittor (P : Matrix S S ℝ) (A B : Set S) (q : S → ℝ) : Prop :=
  (∀ i ∈ A, q i = 0) ∧ (∀ i ∈ B, q i = 1) ∧ ∀ i, i ∉ A → i ∉ B → (P *ᵥ q) i = q i

/-- The transition matrix on the retained states `K` after elimination of the states `I`:
direct jumps plus passages through `I`. -/
def reduced (P : Matrix (K ⊕ I) (K ⊕ I) ℝ) : Matrix K K ℝ :=
  P.toBlocks₁₁ + P.toBlocks₁₂ * (1 - P.toBlocks₂₂)⁻¹ * P.toBlocks₂₁

/-- For a chain that may lose probability, the `n`-step probabilities are nonnegative and the
total probability of surviving `n` steps is at most one. -/
theorem survival_bounds {Q : Matrix I I ℝ} (h0 : ∀ i j, 0 ≤ Q i j)
    (h1 : ∀ i, ∑ j, Q i j ≤ 1) (n : ℕ) :
    (∀ i j, 0 ≤ (Q ^ n) i j) ∧ ∀ i, ∑ j, (Q ^ n) i j ≤ 1 := by
  induction n with
  | zero =>
    constructor
    · intro i j
      rw [pow_zero, Matrix.one_apply]
      split_ifs <;> norm_num
    · intro i
      simp [Matrix.one_apply]
  | succ n ih =>
    obtain ⟨p, s⟩ := ih
    rw [pow_succ']
    constructor
    · intro i j
      rw [Matrix.mul_apply]
      exact Finset.sum_nonneg fun k _ => mul_nonneg (h0 i k) (p k j)
    · intro i
      simp only [Matrix.mul_apply]
      rw [Finset.sum_comm]
      calc ∑ k, ∑ j, Q i k * (Q ^ n) k j = ∑ k, Q i k * ∑ j, (Q ^ n) k j := by
            simp only [Finset.mul_sum]
        _ ≤ ∑ k, Q i k * 1 :=
            Finset.sum_le_sum fun k _ => mul_le_mul_of_nonneg_left (s k) (h0 i k)
        _ ≤ 1 := by simpa using h1 i

/-- If `Q` has nonnegative entries and row sums at most one, and `1 - Q` is invertible, then each
entry of `(1 - Q)⁻¹` is the sum over `n` of the corresponding entries of `Q ^ n`. -/
theorem hasSum_excursions {Q : Matrix I I ℝ} (h0 : ∀ i j, 0 ≤ Q i j)
    (h1 : ∀ i, ∑ j, Q i j ≤ 1) (hu : IsUnit (1 - Q)) (i j : I) :
    HasSum (fun n : ℕ => (Q ^ n) i j) ((1 - Q)⁻¹ i j) := by
  have hdet := (Matrix.isUnit_iff_isUnit_det _).1 hu
  -- finite geometric sums, expressed through the inverse
  have part : ∀ i N, ∑ n ∈ Finset.range N, (Q ^ n) i j
      = (1 - Q)⁻¹ i j - ∑ k, (1 - Q)⁻¹ i k * (Q ^ N) k j := by
    intro i N
    have e : ∑ n ∈ Finset.range N, Q ^ n = (1 - Q)⁻¹ - (1 - Q)⁻¹ * Q ^ N := by
      calc ∑ n ∈ Finset.range N, Q ^ n
          = (1 - Q)⁻¹ * ((1 - Q) * ∑ n ∈ Finset.range N, Q ^ n) := by
            rw [← mul_assoc, Matrix.nonsing_inv_mul _ hdet, one_mul]
        _ = _ := by rw [mul_neg_geom_sum, mul_sub, mul_one]
    have e' := congrFun (congrFun e i) j
    rw [Matrix.sum_apply, Matrix.sub_apply, Matrix.mul_apply] at e'
    exact e'
  have le1 : ∀ N k, (Q ^ N) k j ≤ 1 := fun N k =>
    (Finset.single_le_sum (f := fun l => (Q ^ N) k l)
      (fun l _ => (survival_bounds h0 h1 N).1 k l) (Finset.mem_univ j)).trans
      ((survival_bounds h0 h1 N).2 k)
  -- they are bounded, so the series converges and its terms tend to zero
  have summ : ∀ i, Summable (fun n : ℕ => (Q ^ n) i j) := by
    intro i
    refine summable_of_sum_range_le (c := (1 - Q)⁻¹ i j + ∑ k, |(1 - Q)⁻¹ i k|)
      (fun n => (survival_bounds h0 h1 n).1 i j) (fun N => ?_)
    rw [part]
    have b : -∑ k, (1 - Q)⁻¹ i k * (Q ^ N) k j ≤ ∑ k, |(1 - Q)⁻¹ i k| := by
      rw [← Finset.sum_neg_distrib]
      refine Finset.sum_le_sum fun k _ => ?_
      have a1 := mul_nonneg (neg_le_iff_add_nonneg.1 (neg_abs_le ((1 - Q)⁻¹ i k)))
        ((survival_bounds h0 h1 N).1 k j)
      have a2 := mul_nonneg (abs_nonneg ((1 - Q)⁻¹ i k)) (sub_nonneg.2 (le1 N k))
      nlinarith
    linarith
  have t : Tendsto (fun N : ℕ => (1 - Q)⁻¹ i j - ∑ k, (1 - Q)⁻¹ i k * (Q ^ N) k j) atTop
      (𝓝 ((1 - Q)⁻¹ i j - ∑ k, (1 - Q)⁻¹ i k * 0)) :=
    tendsto_const_nhds.sub
      (tendsto_finsetSum _ fun k _ => (summ k).tendsto_atTop_zero.const_mul _)
  simp only [mul_zero, Finset.sum_const_zero, sub_zero] at t
  exact (summ i).hasSum_iff_tendsto_nat.2 (t.congr fun N => (part i N).symm)

/-- A function equals its one-step average at all eliminated states exactly when its values
there are `(1 - P_II)⁻¹ P_IK` applied to its values on the retained states. -/
theorem averaged_on_eliminated_iff {P : Matrix (K ⊕ I) (K ⊕ I) ℝ}
    (hu : IsUnit (1 - P.toBlocks₂₂)) (f : K → ℝ) (g : I → ℝ) :
    (∀ x, (P *ᵥ Sum.elim f g) (Sum.inr x) = g x) ↔
      g = ((1 - P.toBlocks₂₂)⁻¹ * P.toBlocks₂₁) *ᵥ f := by
  have hdet := (Matrix.isUnit_iff_isUnit_det _).1 hu
  have row : ∀ x, (P *ᵥ Sum.elim f g) (Sum.inr x)
      = (P.toBlocks₂₁ *ᵥ f) x + (P.toBlocks₂₂ *ᵥ g) x := by
    intro x
    simp [Matrix.mulVec, dotProduct, Fintype.sum_sum_type, Matrix.toBlocks₂₁,
      Matrix.toBlocks₂₂]
  constructor
  · intro h
    have e : (1 - P.toBlocks₂₂) *ᵥ g = P.toBlocks₂₁ *ᵥ f := by
      ext x
      have hx := h x
      rw [row] at hx
      rw [Matrix.sub_mulVec, Matrix.one_mulVec, Pi.sub_apply]
      linarith
    rw [← Matrix.mulVec_mulVec, ← e, Matrix.mulVec_mulVec, Matrix.nonsing_inv_mul _ hdet,
      Matrix.one_mulVec]
  · intro h x
    have e : (1 - P.toBlocks₂₂) *ᵥ g = P.toBlocks₂₁ *ᵥ f := by
      rw [h, Matrix.mulVec_mulVec, ← Matrix.mul_assoc, Matrix.mul_nonsing_inv _ hdet,
        Matrix.one_mul]
    have ex := congrFun e x
    rw [Matrix.sub_mulVec, Matrix.one_mulVec, Pi.sub_apply] at ex
    rw [row]
    linarith

/-- With the values `(1 - P_II)⁻¹ P_IK f` on the eliminated states, the one-step average under
`P` at a retained state is the average of `f` under the reduced matrix. -/
theorem reduced_average (P : Matrix (K ⊕ I) (K ⊕ I) ℝ) (f : K → ℝ) (k : K) :
    (P *ᵥ Sum.elim f (((1 - P.toBlocks₂₂)⁻¹ * P.toBlocks₂₁) *ᵥ f)) (Sum.inl k)
      = (reduced P *ᵥ f) k := by
  have row : ∀ g : I → ℝ, (P *ᵥ Sum.elim f g) (Sum.inl k)
      = (P.toBlocks₁₁ *ᵥ f) k + (P.toBlocks₁₂ *ᵥ g) k := by
    intro g
    simp [Matrix.mulVec, dotProduct, Fintype.sum_sum_type, Matrix.toBlocks₁₁,
      Matrix.toBlocks₁₂]
  rw [row, reduced, Matrix.add_mulVec, Pi.add_apply, Matrix.mulVec_mulVec, Matrix.mul_assoc]

/-- Eliminating states from a stochastic matrix, with `1 - P_II` invertible, leaves a
stochastic matrix on the retained states. -/
theorem reduced_isStochastic {P : Matrix (K ⊕ I) (K ⊕ I) ℝ} (hP : IsStochastic P)
    (hu : IsUnit (1 - P.toBlocks₂₂)) : IsStochastic (reduced P) := by
  obtain ⟨h0, h1⟩ := hP
  have hQ : ∀ x, ∑ y, P.toBlocks₂₂ x y ≤ 1 := by
    intro x
    have hx := h1 (Sum.inr x)
    rw [Fintype.sum_sum_type] at hx
    have hK : 0 ≤ ∑ k : K, P (Sum.inr x) (Sum.inl k) := Finset.sum_nonneg fun k _ => h0 _ _
    change ∑ y, P (Sum.inr x) (Sum.inr y) ≤ 1
    linarith
  have hG : ∀ x y, 0 ≤ (1 - P.toBlocks₂₂)⁻¹ x y := by
    intro x y
    have h0' : ∀ x y, 0 ≤ P.toBlocks₂₂ x y := fun x y => h0 (Sum.inr x) (Sum.inr y)
    rw [← (hasSum_excursions h0' hQ hu x y).tsum_eq]
    exact tsum_nonneg fun n => (survival_bounds h0' hQ n).1 x y
  constructor
  · intro i j
    rw [reduced, Matrix.add_apply, Matrix.mul_apply]
    refine add_nonneg (h0 _ _) (Finset.sum_nonneg fun y _ => mul_nonneg ?_ (h0 _ _))
    rw [Matrix.mul_apply]
    exact Finset.sum_nonneg fun x _ => mul_nonneg (h0 _ _) (hG x y)
  · intro k
    -- the constant function is averaged to itself, before and after elimination
    have one : ∀ s, (P *ᵥ Sum.elim (fun _ : K => (1 : ℝ)) (fun _ : I => (1 : ℝ))) s = 1 := by
      intro s
      have hs := h1 s
      rw [Fintype.sum_sum_type] at hs
      simpa [Matrix.mulVec, dotProduct, Fintype.sum_sum_type] using hs
    have hg := (averaged_on_eliminated_iff hu (fun _ => 1) (fun _ => 1)).1
      fun x => one (Sum.inr x)
    have hk := one (Sum.inl k)
    rw [hg, reduced_average] at hk
    simpa [Matrix.mulVec, dotProduct] using hk

/-- A function on all states is a committor of `P` exactly when its retained part is a committor
of the reduced matrix and its eliminated part is `(1 - P_II)⁻¹ P_IK` applied to the retained part. -/
theorem committor_iff {P : Matrix (K ⊕ I) (K ⊕ I) ℝ} (hu : IsUnit (1 - P.toBlocks₂₂))
    (A B : Set K) (f : K → ℝ) (g : I → ℝ) :
    IsCommittor P (Sum.inl '' A) (Sum.inl '' B) (Sum.elim f g) ↔
      IsCommittor (reduced P) A B f ∧
        g = ((1 - P.toBlocks₂₂)⁻¹ * P.toBlocks₂₁) *ᵥ f := by
  constructor
  · rintro ⟨hA, hB, h⟩
    have hg := (averaged_on_eliminated_iff hu f g).1
      fun x => h (Sum.inr x) (by simp) (by simp)
    refine ⟨⟨fun k hk => hA (Sum.inl k) ⟨k, hk, rfl⟩,
      fun k hk => hB (Sum.inl k) ⟨k, hk, rfl⟩, fun k ha hb => ?_⟩, hg⟩
    have hk := h (Sum.inl k) (by simpa using ha) (by simpa using hb)
    rw [hg, reduced_average] at hk
    exact hk
  · rintro ⟨⟨hA, hB, h⟩, hg⟩
    refine ⟨?_, ?_, ?_⟩
    · rintro _ ⟨k, hk, rfl⟩
      exact hA k hk
    · rintro _ ⟨k, hk, rfl⟩
      exact hB k hk
    · rintro (k | x) ha hb
      · rw [hg, reduced_average]
        exact h k (fun hk => ha ⟨k, hk, rfl⟩) (fun hk => hb ⟨k, hk, rfl⟩)
      · exact (averaged_on_eliminated_iff hu f g).2 hg x

/-- If `P` is stochastic and `1 - P_II` is invertible, the reduced matrix is stochastic and, for all
sets `A` and `B` of retained states, restriction to the retained states is a bijection from the
committors of `P` onto the committors of the reduced matrix. -/
theorem elimination_preserves_committors {P : Matrix (K ⊕ I) (K ⊕ I) ℝ}
    (hP : IsStochastic P) (hu : IsUnit (1 - P.toBlocks₂₂)) :
    IsStochastic (reduced P) ∧ ∀ A B : Set K,
      Set.BijOn (fun q : K ⊕ I → ℝ => q ∘ Sum.inl)
        {q | IsCommittor P (Sum.inl '' A) (Sum.inl '' B) q}
        {f | IsCommittor (reduced P) A B f} := by
  refine ⟨reduced_isStochastic hP hu, fun A B => ?_⟩
  have split : ∀ q : K ⊕ I → ℝ, IsCommittor P (Sum.inl '' A) (Sum.inl '' B) q →
      IsCommittor (reduced P) A B (q ∘ Sum.inl) ∧
        q ∘ Sum.inr = ((1 - P.toBlocks₂₂)⁻¹ * P.toBlocks₂₁) *ᵥ (q ∘ Sum.inl) :=
    fun q hq => (committor_iff hu A B _ _).1 (by rwa [Sum.elim_comp_inl_inr])
  refine ⟨fun q hq => (split q hq).1, ?_, ?_⟩
  · -- the retained values determine the eliminated ones
    intro q hq r hr e
    have e' : q ∘ Sum.inl = r ∘ Sum.inl := e
    have e2 : q ∘ Sum.inr = r ∘ Sum.inr := by
      rw [(split q hq).2, (split r hr).2, e']
    funext s
    rcases s with k | x
    · exact congrFun e' k
    · exact congrFun e2 x
  · intro f hf
    exact ⟨Sum.elim f _, (committor_iff hu A B f _).2 ⟨hf, rfl⟩, rfl⟩

/-- If `P` is stochastic and `x` is a state with `P_xx ≠ 1`, the matrix with entries `P_ij + P_ix
P_xj / (1 - P_xx)`, for `i` and `j` other than `x`, is stochastic. -/
theorem eliminate_single_state {P : Matrix (K ⊕ Unit) (K ⊕ Unit) ℝ} (hP : IsStochastic P)
    (h : P (Sum.inr ()) (Sum.inr ()) ≠ 1) :
    IsStochastic (Matrix.of fun i j : K => P (Sum.inl i) (Sum.inl j) +
      P (Sum.inl i) (Sum.inr ()) * P (Sum.inr ()) (Sum.inl j) /
        (1 - P (Sum.inr ()) (Sum.inr ()))) := by
  have hne : 1 - P (Sum.inr ()) (Sum.inr ()) ≠ 0 := sub_ne_zero.2 (Ne.symm h)
  have hm : (1 - P.toBlocks₂₂) *
      (Matrix.of fun _ _ : Unit => (1 - P (Sum.inr ()) (Sum.inr ()))⁻¹) = 1 := by
    ext i j
    cases i
    cases j
    rw [Matrix.mul_apply]
    simpa [Matrix.toBlocks₂₂] using mul_inv_cancel₀ hne
  have hu : IsUnit (1 - P.toBlocks₂₂) :=
    (Matrix.isUnit_iff_isUnit_det _).2 (Matrix.isUnit_det_of_right_inverse hm)
  convert reduced_isStochastic hP hu using 1
  ext i j
  rw [reduced, Matrix.inv_eq_right_inv hm]
  simp only [Matrix.add_apply, Matrix.mul_apply, Matrix.of_apply, Matrix.toBlocks₁₁,
    Matrix.toBlocks₁₂, Matrix.toBlocks₂₁, Finset.univ_unique, Finset.sum_singleton,
    PUnit.default_eq_unit]
  ring

end

end StateElimination
```

```lean
#print axioms StateElimination.elimination_preserves_committors
-- 'StateElimination.elimination_preserves_committors' depends on axioms: [propext, Classical.choice, Quot.sound]
#print axioms StateElimination.eliminate_single_state
-- 'StateElimination.eliminate_single_state' depends on axioms: [propext, Classical.choice, Quot.sound]
```

## How the proof follows the algebra

`survival_bounds` is the induction on powers of \(Q\). `hasSum_excursions` proves the series for \(G\): its step `part` is the finite geometric sum, `summ` obtains convergence from the bound, and `t` takes the limit in which \(GQ^N\) vanishes.

`averaged_on_eliminated_iff` solves the equations on \(I\), multiplying by the inverse in one direction and by \(1-P_{II}\) in the other. `reduced_average` is the substitution into the retained rows. `reduced_isStochastic` combines the nonnegative series with these two lemmas, applied to the constant function.

`committor_iff` adds the boundary conditions; it needs invertibility but not stochasticity. In the main theorem, injectivity holds because equal retained values force equal eliminated values, and surjectivity uses `Sum.elim` to build the extension. For a single state, `hm` exhibits the scalar inverse, and the general result then applies.

## Elimination in a computation

For a finite, discrete-time Markov state model or a milestoning chain, this reduction removes intermediate states while keeping the committor values on the states that remain. In code, one solves \((1-P_{II})X=P_{IK}\) for \(X\) without forming the inverse, sets \(R=P_{KK}+P_{KI}X\), and recovers the eliminated values afterwards as \(q_I=Xq_K\).

States can also be removed one at a time, each time applying the scalar formula to the matrix left by the previous step, whose diagonal entry at the removed state must differ from one. When \(P_{xx}\) is close to one, computing the denominator as \(\sum_{j\ne x}P_{xj}\) avoids the cancellation in \(1-P_{xx}\).
